# A Hermitian projector truncated to a symmetric pattern covering the diagonal and the Hamiltonian keeps its trace and band energy, and its idempotency defect is the dropped weight

## One electron on two sites

Take two orthonormal site orbitals, labelled 0 and 1, and one electron in the normalised state \((1,1)/\sqrt2\). Its density matrix \(P\) is the projector on that state. Let \(H\) be a Hamiltonian with on-site energies 1 and 2 and no hopping, and let \(R\) be \(P\) with its off-diagonal entries set to zero:
\[ P=\tfrac12\begin{pmatrix}1&1\\1&1\end{pmatrix},\qquad H=\begin{pmatrix}1&0\\0&2\end{pmatrix},\qquad R=\tfrac12\begin{pmatrix}1&0\\0&1\end{pmatrix}. \]
The electron count is unchanged, \(\operatorname{tr}R=\operatorname{tr}P=1\), because the trace reads only the diagonal. The energy is unchanged, \(\operatorname{tr}(HR)=\operatorname{tr}(HP)=\tfrac32\), because \(H\) vanishes where entries were removed. What is lost is idempotency: \(R-R^2\) is \(\tfrac14\) times the identity, with trace \(\tfrac12\). The removed entries \(P_{01}\) and \(P_{10}\) have squares \(\tfrac14+\tfrac14=\tfrac12\), the same number. All three equalities hold for any finite Hermitian projector, provided the set of kept positions is symmetric and contains the diagonal and every nonzero position of \(H\).

## Patterns, truncation and dropped weight

The basis functions are labelled by a finite type `n`, and matrices have complex entries; real symmetric matrices are the Hermitian ones with real entries. The basis is taken orthonormal, so that the density matrix of non-interacting electrons with occupations 0 and 1 obeys \(P^\dagger=P\) and \(P^2=P\) without an overlap matrix. No spin factor is included. The pattern \(S\) of kept positions is a relation on labels: `S i j` means \((i,j)\in S\).

```lean
import Mathlib

open Matrix ComplexConjugate

namespace TruncatedProjector

noncomputable section

variable {n : Type*} [Fintype n] (S : n → n → Prop) [DecidableRel S]
```

The truncation \(R\), in Lean `trunc S P`, is
\[ R_{ij}=\begin{cases}P_{ij} & (i,j)\in S,\\ 0 & (i,j)\notin S.\end{cases} \]

```lean
/-- Truncation of a density matrix to a sparsity pattern: entries on the pattern `S`
are kept and all others are set to zero. -/
def trunc (P : Matrix n n ℂ) : Matrix n n ℂ :=
  Matrix.of fun i j => if S i j then P i j else 0
```

The dropped weight is the real number
\[ W=\sum_{(i,j)\notin S}|P_{ij}|^2 , \]
with `Complex.normSq` for the squared modulus. The sum runs over ordered pairs, so positions \((i,j)\) and \((j,i)\) contribute separately, as in the two-site count.

```lean
/-- Sum of the squared moduli of the entries of `P` lying off the pattern `S`. -/
def droppedWeight (P : Matrix n n ℂ) : ℝ :=
  ∑ i, ∑ j, if S i j then 0 else Complex.normSq (P i j)
```

## Electron count

If \((i,i)\in S\) for every \(i\), which is `hdiag`, then \(R_{ii}=P_{ii}\) and
\[ \operatorname{tr}R=\sum_i R_{ii}=\sum_i P_{ii}=\operatorname{tr}P . \]
Nothing is assumed about \(P\). The `simp` call unfolds both traces and uses `hdiag` to select the kept branch in each diagonal term.

```lean
/-- If the pattern contains the diagonal, truncation preserves the trace. -/
theorem trace_trunc (hdiag : ∀ i, S i i) (P : Matrix n n ℂ) :
    trace (trunc S P) = trace P := by
  simp [Matrix.trace, trunc, hdiag]
```

With the empty pattern, the two-site \(P\) gives \(R=0\) and the trace falls from 1 to 0. This counter-example and those further on rest on direct arithmetic; neither they nor the remarks on linear-scaling calculations are among the Lean theorems.

## Band energy

Written out,
\[ \operatorname{tr}(HR)=\sum_{i,j}H_{ij}R_{ji},\qquad \operatorname{tr}(HP)=\sum_{i,j}H_{ij}P_{ji}. \]
Compare the terms with the same \((i,j)\). If \(H_{ij}=0\), both vanish. If \(H_{ij}\neq0\), the support hypothesis `hH` gives \((i,j)\in S\), the symmetry `hsymm` gives \((j,i)\in S\), and so \(R_{ji}=P_{ji}\). Physically, `hH` says that the pattern reaches at least as far as the hopping. Both \(H\) and \(P\) are arbitrary matrices here. In the proof the nested `Finset.sum_congr` reduces the claim to one term, and `by_cases h : H i j = 0` is the alternative just described.

```lean
/-- If the pattern is symmetric and contains every nonzero position of `H`,
truncation preserves the band energy `tr(HP)`. -/
theorem energy_trunc (hsymm : ∀ i j, S i j → S j i) (H P : Matrix n n ℂ)
    (hH : ∀ i j, H i j ≠ 0 → S i j) :
    trace (H * trunc S P) = trace (H * P) := by
  simp only [Matrix.trace, Matrix.diag_apply, Matrix.mul_apply]
  refine Finset.sum_congr rfl fun i _ => Finset.sum_congr rfl fun j _ => ?_
  -- either `H i j` vanishes or the partner entry `P j i` is kept
  by_cases h : H i j = 0
  · simp [h]
  · have hs : S j i := hsymm i j (hH i j h)
    simp [trunc, hs]
```

The support condition fails for the pure hopping Hamiltonian \(H'=-\begin{pmatrix}0&1\\1&0\end{pmatrix}\) with the diagonal pattern. The two-site \(P\) is the ground-state projector of \(H'\), with \(\operatorname{tr}(H'P)=-1\), while \(\operatorname{tr}(H'R)=0\): the whole bonding energy sits in the removed entries.

## The trace of a square as a sum over entries

The proof of the third equality uses that \(R\) is Hermitian, which follows for Hermitian \(P\) and a symmetric pattern. If \((i,j)\in S\), then \((j,i)\in S\) and \(\overline{R_{ji}}=\overline{P_{ji}}=P_{ij}=R_{ij}\), the bar denoting complex conjugation (`star`). If \((i,j)\notin S\), then \((j,i)\notin S\), since symmetry would otherwise put \((i,j)\) in \(S\), and both entries are zero. The two branches of `by_cases h : S i j` are these cases.

```lean
omit [Fintype n] in
/-- Truncation of a Hermitian matrix to a symmetric pattern is Hermitian. -/
theorem trunc_isHermitian (hsymm : ∀ i j, S i j → S j i) {P : Matrix n n ℂ}
    (hP : P.IsHermitian) : (trunc S P).IsHermitian := by
  ext i j
  have hij : star (P j i) = P i j := hP.apply i j
  simp only [conjTranspose_apply, trunc, of_apply]
  by_cases h : S i j
  · rw [if_pos h, if_pos (hsymm i j h), hij]
  · rw [if_neg h, if_neg (fun h' => h (hsymm j i h')), star_zero]
```

For any Hermitian matrix \(A\), \(A_{ji}=\overline{A_{ij}}\), so
\[ \operatorname{tr}A^2=\sum_{i,j}A_{ij}A_{ji}=\sum_{i,j}A_{ij}\overline{A_{ij}}=\sum_{i,j}|A_{ij}|^2 . \]
The rewrite with `hij` is the second equality, and `Complex.mul_conj` the third.

```lean
/-- For a Hermitian matrix, `tr(A²)` is the sum of the squared moduli of its entries. -/
theorem trace_sq_hermitian {A : Matrix n n ℂ} (hA : A.IsHermitian) :
    trace (A * A) = ∑ i, ∑ j, (Complex.normSq (A i j) : ℂ) := by
  simp only [Matrix.trace, Matrix.diag_apply, Matrix.mul_apply]
  refine Finset.sum_congr rfl fun i _ => Finset.sum_congr rfl fun j _ => ?_
  have hij : star (A i j) = A j i := hA.apply j i
  rw [← hij]
  exact Complex.mul_conj (A i j)
```

Apply this to \(P\) and to \(R\). On the pattern \(|P_{ij}|^2=|R_{ij}|^2+0\), and off it \(|P_{ij}|^2=0+|P_{ij}|^2\). Summing over all positions,
\[ \operatorname{tr}P^2=\sum_{(i,j)\in S}|P_{ij}|^2+\sum_{(i,j)\notin S}|P_{ij}|^2=\operatorname{tr}R^2+W . \]
Traces of complex matrices are complex numbers, so \(W\) appears as `(droppedWeight S P : ℂ)`. The proof rewrites both traces with `trace_sq_hermitian`, merges the sums on the right, and settles each position by the same two cases.

```lean
/-- For Hermitian `P` and a symmetric pattern, `tr(P²)` splits into `tr(R²)` of the
truncated matrix `R` plus the dropped weight. -/
theorem trace_sq_split (hsymm : ∀ i j, S i j → S j i) {P : Matrix n n ℂ}
    (hP : P.IsHermitian) :
    trace (P * P) = trace (trunc S P * trunc S P) + (droppedWeight S P : ℂ) := by
  rw [trace_sq_hermitian hP, trace_sq_hermitian (trunc_isHermitian S hsymm hP),
    droppedWeight, Complex.ofReal_sum, ← Finset.sum_add_distrib]
  refine Finset.sum_congr rfl fun i _ => ?_
  rw [Complex.ofReal_sum, ← Finset.sum_add_distrib]
  refine Finset.sum_congr rfl fun j _ => ?_
  -- each entry is either kept or dropped
  by_cases h : S i j <;> simp [trunc, h]
```

## The idempotency defect

Idempotency `hidem` turns the splitting into \(\operatorname{tr}P=\operatorname{tr}R^2+W\). With the conserved trace,
\[ \operatorname{tr}(R-R^2)=\operatorname{tr}R-\operatorname{tr}R^2=\operatorname{tr}P-\operatorname{tr}R^2=W . \]
The three rewrites `trace_sub`, `trace_trunc S hdiag` and `h` are these equalities, and `ring` cancels \(\operatorname{tr}R^2\).

```lean
/-- For a Hermitian idempotent `P` truncated to a symmetric pattern containing the
diagonal, the idempotency defect `tr(R - R²)` equals the dropped weight. -/
theorem idempotency_defect (hsymm : ∀ i j, S i j → S j i) (hdiag : ∀ i, S i i)
    {P : Matrix n n ℂ} (hP : P.IsHermitian) (hidem : P * P = P) :
    trace (trunc S P - trunc S P * trunc S P) = (droppedWeight S P : ℂ) := by
  have h := trace_sq_split S hsymm hP
  -- tr R = tr P = tr P²
  rw [hidem] at h
  rw [trace_sub, trace_trunc S hdiag, h]
  ring
```

Each hypothesis has a two-site case in which its absence breaks the equality. Without the diagonal, the empty pattern gives a defect 0 against \(W=1\). Without symmetry, keep the diagonal and \((0,1)\) of the two-site \(P\): then \(\operatorname{tr}R=1\) and \(\operatorname{tr}R^2=\tfrac12\), a defect \(\tfrac12\) against \(W=\tfrac14\). Without idempotency, half the identity loses nothing to the diagonal pattern, so \(W=0\), yet its defect is \(\tfrac12\), which comes from the fractional occupations. Without Hermiticity, the idempotent \(\begin{pmatrix}1&1\\0&0\end{pmatrix}\) truncates on the diagonal to \(\operatorname{diag}(1,0)\), with defect 0 and \(W=1\).

## The three equalities together

In words, `truncated_projector_observables` says: for a symmetric pattern \(S\) containing the diagonal, any complex matrix \(H\) whose nonzero positions lie in \(S\), and any Hermitian idempotent \(P\), the truncation \(R\) satisfies \(\operatorname{tr}R=\operatorname{tr}P\), \(\operatorname{tr}(HR)=\operatorname{tr}(HP)\) and \(\operatorname{tr}(R-R^2)=W\). The proof term collects the three results above. The matrix \(H\) need not be Hermitian, and no relation between \(P\) and \(H\) is assumed, so \(P\) may project on any subspace. That \(P\) is an exact projector is a hypothesis, and the theorem gives the value of the defect without bounding \(W\); how fast \(P_{ij}\) decays with distance does not enter.

```lean
/-- Let `R` be the truncation of a Hermitian idempotent `P` to a symmetric pattern containing
the diagonal and every nonzero position of `H`. Then `tr R = tr P`, `tr(HR) = tr(HP)`, and
`tr(R - R²)` is the sum of the squared moduli of the dropped entries. -/
theorem truncated_projector_observables (hsymm : ∀ i j, S i j → S j i)
    (hdiag : ∀ i, S i i) (H : Matrix n n ℂ) (hH : ∀ i j, H i j ≠ 0 → S i j)
    {P : Matrix n n ℂ} (hP : P.IsHermitian) (hidem : P * P = P) :
    trace (trunc S P) = trace P ∧
    trace (H * trunc S P) = trace (H * P) ∧
    trace (trunc S P - trunc S P * trunc S P) = (droppedWeight S P : ℂ) :=
  ⟨trace_trunc S hdiag P, energy_trunc S hsymm H P hH,
    idempotency_defect S hsymm hdiag hP hidem⟩
```

## When the truncated matrix is still a projector

Under the same conditions on \(S\) and \(P\), \(R^2=R\) holds exactly when \(R=P\). If \(R^2=R\), the defect is the trace of the zero matrix, so \(W=0\). Every term of \(W\) is non-negative (`hnn`), and a vanishing sum of such terms has vanishing terms; `Finset.sum_eq_zero_iff_of_nonneg` is used once for the sum over \(i\) and once for the sum over \(j\). Hence \(P_{ij}=0\) off the pattern, where \(R_{ij}=0\) too, while on the pattern \(R_{ij}=P_{ij}\) by definition. Conversely, \(R=P\) inherits idempotency from \(P\).

```lean
/-- The truncation of a Hermitian idempotent `P` to a symmetric pattern containing the
diagonal is idempotent exactly when it equals `P`. -/
theorem trunc_idempotent_iff (hsymm : ∀ i j, S i j → S j i) (hdiag : ∀ i, S i i)
    {P : Matrix n n ℂ} (hP : P.IsHermitian) (hidem : P * P = P) :
    trunc S P * trunc S P = trunc S P ↔ trunc S P = P := by
  constructor
  · intro hR
    have h := idempotency_defect S hsymm hdiag hP hidem
    rw [hR, sub_self, trace_zero] at h
    have h0 : droppedWeight S P = 0 := Complex.ofReal_eq_zero.mp h.symm
    -- a vanishing sum of non-negative terms has vanishing terms
    have hnn : ∀ i j, (0 : ℝ) ≤ if S i j then 0 else Complex.normSq (P i j) := by
      intro i j
      split_ifs
      · exact le_rfl
      · exact Complex.normSq_nonneg _
    ext i j
    have hi := (Finset.sum_eq_zero_iff_of_nonneg
      (fun i _ => Finset.sum_nonneg fun j _ => hnn i j)).mp h0 i (Finset.mem_univ i)
    have hij := (Finset.sum_eq_zero_iff_of_nonneg
      (fun j _ => hnn i j)).mp hi j (Finset.mem_univ j)
    by_cases hs : S i j
    · simp [trunc, hs]
    · rw [if_neg hs] at hij
      have hz : P i j = 0 := Complex.normSq_eq_zero.mp hij
      simp [trunc, hz]
  · intro hR
    rw [hR, hidem]
```

The non-Hermitian example above also breaks this equivalence, since \(\operatorname{diag}(1,0)\) is idempotent and differs from the matrix it came from.

## Sparse storage in a linear-scaling calculation

For non-interacting electrons in a finite orthonormal basis at integer occupation, the result separates what a single truncation of the exact density matrix, to a pattern that meets the hypotheses, leaves alone, the electron count and the band energy, from what it changes when a nonzero entry is dropped, the idempotency. A distance cutoff, with \((i,j)\in S\) when the centres of orbitals \(i\) and \(j\) lie within a radius \(r_c\), is symmetric and contains the diagonal, and it meets `hH` once \(r_c\) is at least the range of \(H\). A magnitude threshold on \(|P_{ij}|\) is symmetric for Hermitian \(P\), but it is not guaranteed to contain the diagonal or the support of \(H\); adding any missing positions gives a pattern that meets the hypotheses, symmetry being kept when \(H\) is Hermitian. Because \(\operatorname{tr}R^2=\sum_{i,j}|R_{ij}|^2\), the number \(W\) can be obtained from the stored entries alone, as their diagonal sum minus the sum of their squared moduli, with no matrix product.

The kept entries are those of the exact \(P\). A purification loop that truncates after each multiplication acts on iterates that are not idempotent, and its entries on the pattern can differ from those of \(P\), so the theorems say nothing about the accumulated energy error of such a loop. Non-orthogonal bases and the self-consistent dependence of \(H\) on the density are likewise not treated.

## The two-site case in Lean

The matrix `dimerP` is the \(P\) of the opening, indexed by `Fin 2` with labels 0 and 1.

```lean
/-- Two-site density matrix with all entries equal to one half. -/
def dimerP : Matrix (Fin 2) (Fin 2) ℂ := Matrix.of fun _ _ => ((1 / 2 : ℝ) : ℂ)
```

The matrix `dimerH` is \(\operatorname{diag}(1,2)\). It does not commute with `dimerP`, which the theorems allow.

```lean
/-- Two-site diagonal Hamiltonian with on-site energies 1 and 2. -/
def dimerH : Matrix (Fin 2) (Fin 2) ℂ := Matrix.diagonal ![1, 2]
```

The pattern is equality of labels, `fun i j : Fin 2 => i = j`, which is symmetric and is the diagonal itself. The theorem states four facts: `dimerP` is Hermitian, it is idempotent, `dimerH` vanishes off the diagonal, and \(W=\tfrac12\). The first holds because \(\tfrac12\) is real, the second because every entry of \(P^2\) is \(\tfrac12\cdot\tfrac12+\tfrac12\cdot\tfrac12=\tfrac12\), and the last is \(0+\tfrac14+\tfrac14+0\). The main theorem therefore applies to a case with a nonzero defect.

```lean
/-- The two-site matrix `dimerP` is Hermitian and idempotent, `dimerH` is supported on the
diagonal, and truncating `dimerP` to the diagonal pattern drops weight one half. -/
theorem truncated_projector_witness :
    dimerP.IsHermitian ∧ dimerP * dimerP = dimerP ∧
    (∀ i j, dimerH i j ≠ 0 → i = j) ∧
    droppedWeight (fun i j : Fin 2 => i = j) dimerP = 1 / 2 := by
  refine ⟨?_, ?_, ?_, ?_⟩
  · ext i j
    exact Complex.conj_ofReal (1 / 2)
  · ext i j
    simp only [dimerP, Matrix.mul_apply, Fin.sum_univ_two, of_apply]
    push_cast
    ring
  · intro i j h
    by_contra hij
    exact h (Matrix.diagonal_apply_ne _ hij)
  · simp only [droppedWeight, dimerP, Fin.sum_univ_two, of_apply, Complex.normSq_ofReal]
    norm_num

end

end TruncatedProjector
```

```lean
#print axioms TruncatedProjector.idempotency_defect
-- 'TruncatedProjector.idempotency_defect' depends on axioms: [propext, Classical.choice, Quot.sound]
#print axioms TruncatedProjector.truncated_projector_observables
-- 'TruncatedProjector.truncated_projector_observables' depends on axioms: [propext, Classical.choice, Quot.sound]
#print axioms TruncatedProjector.trunc_idempotent_iff
-- 'TruncatedProjector.trunc_idempotent_iff' depends on axioms: [propext, Classical.choice, Quot.sound]
```
